# Hypervirial relations for one particle in a polynomial potential

Suppose the energy \(E\) and the mean square position \(\langle x^2\rangle\) of a bound level in the quartic well \(V(x)=x^2/2+g\,x^4\), with \(g>0\), are known. The fourth moment then needs no further integral:

\[
\langle x^4\rangle=\frac{E-\langle x^2\rangle}{3g}.
\]

This step rests on a relation among expectation values in an energy eigenstate. It is one of a family, with one member for each polynomial \(f(x)\). The family is derived below for one particle in one dimension with a polynomial potential, in units where the mass and \(\hbar\) are 1. The derivation uses only the commutator \([x,p]=i\) and properties of the expectation value, so no wavefunction appears.

## Operators, Hamiltonian and stationary states

In Lean 4 with Mathlib:

```lean
import Mathlib

open Polynomial

namespace HypervirialTheorem

noncomputable section

variable {A : Type*} [Ring A] [Algebra ℂ A]
```

The letter `A` stands for a complex algebra: its elements can be added, multiplied in a definite order, and scaled by complex numbers. Position and momentum will be two of its elements.

```lean
/-- The Hamiltonian `H = p²/2 + V(x)` of a particle of unit mass in a polynomial potential. -/
def hamiltonian (V : ℂ[X]) (x p : A) : A := (1 / 2 : ℂ) • p ^ 2 + aeval x V
```

This is \(H=\tfrac12p^2+V(x)\). The potential `V` is a formal polynomial in `ℂ[X]`, and `aeval x V` substitutes the operator \(x\) for the variable. The sign `•` multiplies an operator by a number. Complex coefficients are allowed, so a real potential is a special case.

```lean
/-- A linear functional `w` is stationary for `H` if it vanishes on every commutator with `H`. -/
def IsStationary (H : A) (w : A →ₗ[ℂ] ℂ) : Prop := ∀ a : A, w (H * a - a * H) = 0
```

The functional `w` plays the part of the expectation value, \(w(a)=\langle\psi|a|\psi\rangle\). It is linear, but it need not be positive or normalised. The relations below are linear in \(w\), so they hold unchanged for \(w(a)/w(1)\) whenever \(w(1)\neq0\).

Stationarity means \(w([H,a])=0\) for every \(a\). Textbooks often give the name "hypervirial theorem" to this very statement. Here it is the assumption, and the results are its consequences for particular choices of \(a\). In physical terms, no expectation value changes in time.

For an actual bound state one step remains: showing that the wavefunction supplies such a functional. This requires that \(H\) can be moved from one side of the inner product to the other without boundary terms, on all the functions obtained from \(\psi\) by applying \(x\) and \(p\).

## Moving momentum past a function of position

```lean
/-- If `[x, p] = i`, then `[f(x), p] = i f'(x)` for every polynomial `f`. -/
theorem commutator_momentum {x p : A} (h : x * p - p * x = Complex.I • (1 : A)) (f : ℂ[X]) :
    aeval x f * p - p * aeval x f = Complex.I • aeval x (derivative f) := by
  -- one more factor of `x` is handled by the Leibniz rule
  have step : ∀ g : ℂ[X],
      aeval x g * p - p * aeval x g = Complex.I • aeval x (derivative g) →
      aeval x (g * X) * p - p * aeval x (g * X)
        = Complex.I • aeval x (derivative (g * X)) := by
    intro g ih
    rw [derivative_mul, derivative_X, mul_one, map_add, map_mul, map_mul, aeval_X]
    calc aeval x g * x * p - p * (aeval x g * x)
        = aeval x g * (x * p - p * x) + (aeval x g * p - p * aeval x g) * x := by
          noncomm_ring
      _ = Complex.I • (aeval x (derivative g) * x + aeval x g) := by
          rw [h, ih, mul_smul_comm, mul_one, smul_mul_assoc]
          module
  induction f using Polynomial.induction_on with
  | C a => rw [aeval_C, derivative_C, map_zero, smul_zero, Algebra.commutes, sub_self]
  | add f g hf hg =>
    rw [derivative_add, map_add, map_add, smul_add, ← hf, ← hg]
    noncomm_ring
  | monomial n a ih =>
    rw [pow_succ, ← mul_assoc]
    exact step _ ih
```

The hypothesis `h` is \([x,p]=i\), and the conclusion is \([f(x),p]=i f'(x)\). Constants commute with \(p\), and both sides are linear in \(f\), so it is enough to go up one power of \(x\) at a time. If the claim holds for \(g\), then

\[
[gx,p]=g[x,p]+[g,p]x=i\,(g+g'x)=i\,(gx)'.
\]

This is the block named `step`. The induction then treats constants, sums and one more factor of \(x\). The tactic `noncomm_ring` checks the rearrangement of products without changing the order of factors.

```lean
/-- If `[x, p] = i`, then `p² f(x) = f(x) p² - 2i f'(x) p - f''(x)` for every polynomial `f`. -/
theorem kinetic_commutator {x p : A} (h : x * p - p * x = Complex.I • (1 : A)) (f : ℂ[X]) :
    p ^ 2 * aeval x f = aeval x f * p ^ 2 - (2 * Complex.I) • (aeval x (derivative f) * p)
      - aeval x (derivative (derivative f)) := by
  have c : ∀ g : ℂ[X],
      p * aeval x g = aeval x g * p - Complex.I • aeval x (derivative g) := by
    intro g
    rw [← commutator_momentum h g, sub_sub_cancel]
  rw [sq, mul_assoc p p, c f, mul_sub, mul_smul_comm, ← mul_assoc p (aeval x f) p, c f,
    c (derivative f), sub_mul, smul_mul_assoc, smul_sub, smul_smul, Complex.I_mul_I,
    mul_assoc (aeval x f) p p]
  module
```

By the previous result, \(pf=fp-if'\). Applying this twice gives

\[
p^2f=p(fp-if')=(fp-if')p-i(f'p-if'')=fp^2-2if'p-f''.
\]

In the proof, `c` is the single exchange, used for \(f\) twice and for \(f'\) once. The tactic `module` collects the numerical coefficients.

## The relations obtained from stationarity

```lean
/-- If `[x, p] = i` and `w` is stationary for `H = p²/2 + V(x)`, then
`w(g'(x) p) = (i/2) w(g''(x))` for every polynomial `g`. -/
theorem hypervirial_position {x p : A} (h : x * p - p * x = Complex.I • (1 : A))
    {V : ℂ[X]} {w : A →ₗ[ℂ] ℂ} (hw : IsStationary (hamiltonian V x p) w) (g : ℂ[X]) :
    w (aeval x (derivative g) * p)
      = Complex.I / 2 * w (aeval x (derivative (derivative g))) := by
  have vc : aeval x V * aeval x g = aeval x g * aeval x V := by
    rw [← map_mul, ← map_mul, mul_comm]
  have e : hamiltonian V x p * aeval x g - aeval x g * hamiltonian V x p
      = (-Complex.I) • (aeval x (derivative g) * p)
        - (1 / 2 : ℂ) • aeval x (derivative (derivative g)) := by
    rw [hamiltonian, add_mul, mul_add, smul_mul_assoc, mul_smul_comm,
      kinetic_commutator h, vc]
    module
  have s := hw (aeval x g)
  rw [e, map_sub, map_smul, map_smul, smul_eq_mul, smul_eq_mul] at s
  apply mul_left_cancel₀ Complex.I_ne_zero
  linear_combination -s - (w (aeval x (derivative (derivative g))) / 2) * Complex.I_sq
```

Take \(a=g(x)\) in the stationarity condition. The potential commutes with \(g(x)\), so only the kinetic term contributes:

\[
[H,g]=\tfrac12[p^2,g]=-ig'p-\tfrac12g''.
\]

Applying \(w\) gives \(-i\,w(g'p)-\tfrac12w(g'')=0\), hence

\[
w(g'p)=\tfrac i2\,w(g'').
\]

For \(g=x\) this says that the mean momentum vanishes. In the proof, `vc` is the commutation of \(V\) with \(g\), `e` is the commutator, and `s` is stationarity applied to it. The final `linear_combination` solves the linear equation, using \(i^2=-1\).

```lean
/-- Hypervirial theorem: if `[x, p] = i` and `w` is stationary for `H = p²/2 + V(x)`, then
`w(f'(x) p²) = w(f(x) V'(x)) - w(f'''(x))/4` for every polynomial `f`. -/
theorem hypervirial {x p : A} (h : x * p - p * x = Complex.I • (1 : A))
    {V : ℂ[X]} {w : A →ₗ[ℂ] ℂ} (hw : IsStationary (hamiltonian V x p) w) (f : ℂ[X]) :
    w (aeval x (derivative f) * p ^ 2) = w (aeval x f * aeval x (derivative V))
      - 1 / 4 * w (aeval x (derivative (derivative (derivative f)))) := by
  have vc : aeval x V * aeval x f = aeval x f * aeval x V := by
    rw [← map_mul, ← map_mul, mul_comm]
  have cV : aeval x V * p = p * aeval x V + Complex.I • aeval x (derivative V) := by
    rw [← commutator_momentum h V, add_sub_cancel]
  -- kinetic and potential parts of the commutator of `H` with `f(x) p`
  have e1 : p ^ 2 * (aeval x f * p) = aeval x f * p * p ^ 2
      - (2 * Complex.I) • (aeval x (derivative f) * p ^ 2)
      - aeval x (derivative (derivative f)) * p := by
    rw [← mul_assoc, kinetic_commutator h, sub_mul, sub_mul, smul_mul_assoc]
    simp only [sq, mul_assoc]
  have e2 : aeval x V * (aeval x f * p) = aeval x f * p * aeval x V
      + Complex.I • (aeval x f * aeval x (derivative V)) := by
    calc aeval x V * (aeval x f * p) = aeval x V * aeval x f * p := (mul_assoc _ _ _).symm
      _ = aeval x f * (aeval x V * p) := by rw [vc, mul_assoc]
      _ = _ := by rw [cV, mul_add, mul_smul_comm, mul_assoc]
  have e : hamiltonian V x p * (aeval x f * p) - aeval x f * p * hamiltonian V x p
      = (-Complex.I) • (aeval x (derivative f) * p ^ 2)
        - (1 / 2 : ℂ) • (aeval x (derivative (derivative f)) * p)
        + Complex.I • (aeval x f * aeval x (derivative V)) := by
    rw [hamiltonian, add_mul, mul_add, smul_mul_assoc, mul_smul_comm, e1, e2]
    module
  have s := hw (aeval x f * p)
  rw [e, map_add, map_sub, map_smul, map_smul, map_smul, smul_eq_mul, smul_eq_mul,
    smul_eq_mul] at s
  -- the term linear in `p` is known from the position relation
  have t := hypervirial_position h hw (derivative f)
  apply mul_left_cancel₀ Complex.I_ne_zero
  linear_combination -s - (1 / 2) * t
```

Now take \(a=f(x)p\). The kinetic exchange, multiplied by \(p\) on the right, gives

\[
p^2fp=fp\,p^2-2if'p^2-f''p.
\]

For the potential, \(Vp=pV+iV'\), so

\[
Vfp=fVp=fpV+ifV'.
\]

These are `e1` and `e2`. Half the first together with the second gives the commutator `e`:

\[
[H,fp]=-if'p^2-\tfrac12f''p+ifV'.
\]

Stationarity makes its expectation value zero. The term linear in \(p\) is known from the previous theorem with \(g=f'\), namely \(w(f''p)=\tfrac i2w(f''')\). Therefore

\[
-i\,w(f'p^2)-\tfrac i4w(f''')+i\,w(fV')=0,
\]

and division by \(i\) yields

\[
w(f'p^2)=w(fV')-\tfrac14w(f''').
\]

The order of factors on the left matters: \(p^2\) stands to the right of \(f'(x)\). The last term comes from the commutator and would be absent in classical mechanics.

```lean
/-- If `[x, p] = i` and `w` is stationary for `H = p²/2 + V(x)`, then the mean force vanishes,
`w(V'(x)) = 0`, and the virial theorem `w(p²) = w(x V'(x))` holds. -/
theorem mean_force_and_virial {x p : A} (h : x * p - p * x = Complex.I • (1 : A))
    {V : ℂ[X]} {w : A →ₗ[ℂ] ℂ} (hw : IsStationary (hamiltonian V x p) w) :
    w (aeval x (derivative V)) = 0 ∧ w (p ^ 2) = w (x * aeval x (derivative V)) := by
  constructor
  · simpa using (hypervirial h hw 1).symm
  · simpa using hypervirial h hw X
```

The symbol `∧` means "and". For \(f=1\) the left side and the third derivative vanish, leaving \(w(V')=0\): the mean force is zero. For \(f=x\) we have \(f'=1\) and \(f'''=0\), leaving \(w(p^2)=w(xV')\). Since the kinetic energy is \(T=p^2/2\), this is the virial theorem \(2\langle T\rangle=\langle xV'\rangle\) for this one-particle model. The two `simpa` lines insert these polynomials and simplify.

## Moments from the energy

```lean
/-- If `[x, p] = i`, `w` is stationary for `H = p²/2 + V(x)` and `w(aH) = E w(a)` for all `a`,
then `2E w(f') = 2 w(f' V) + w(f V') - w(f''')/4` for every polynomial `f` in `x`. -/
theorem hypervirial_energy {x p : A} (h : x * p - p * x = Complex.I • (1 : A))
    {V : ℂ[X]} {w : A →ₗ[ℂ] ℂ} (hw : IsStationary (hamiltonian V x p) w) {E : ℂ}
    (hE : ∀ a : A, w (a * hamiltonian V x p) = E * w a) (f : ℂ[X]) :
    2 * E * w (aeval x (derivative f)) = 2 * w (aeval x (derivative f) * aeval x V)
      + w (aeval x f * aeval x (derivative V))
      - 1 / 4 * w (aeval x (derivative (derivative (derivative f)))) := by
  have t := hE (aeval x (derivative f))
  rw [hamiltonian, mul_add, mul_smul_comm, map_add, map_smul, smul_eq_mul] at t
  linear_combination -2 * t + hypervirial h hw f
```

The added hypothesis `hE` is \(w(aH)=E\,w(a)\), which expresses \(H\psi=E\psi\). A thermal mixture of different levels is stationary but does not satisfy it. Setting \(a=f'(x)\) gives

\[
\tfrac12w(f'p^2)+w(f'V)=E\,w(f').
\]

Doubling this and replacing \(w(f'p^2)\) by the hypervirial relation removes the momentum:

\[
2E\,w(f')=2w(f'V)+w(fV')-\tfrac14w(f''').
\]

In the proof, `t` is the energy condition, and `linear_combination` carries out the doubling and the substitution.

For the quartic well, write \(m_k=\langle x^k\rangle\) with \(m_0=1\), and choose \(f=x^{n+1}\) with \(n\ge0\). Collecting powers gives

\[
2g(n+3)\,m_{n+4}=2E(n+1)\,m_n-(n+2)\,m_{n+2}+\tfrac14n(n^2-1)\,m_{n-2},
\]

where the last term is absent for \(n=0\) and \(n=1\). The case \(n=0\) is the formula at the beginning. The case \(n=2\) gives the sixth moment,

\[
10g\,m_6=6E\,m_2-4m_4+\tfrac32.
\]

In a moment calculation of the levels, \(E\) and \(m_2\) are trial numbers. The recursion generates the higher even moments, and the odd ones vanish by symmetry. A pair \((E,m_2)\) is discarded if the matrix with entries \(m_{j+k}\) has a negative eigenvalue, because \(\langle q(x)^2\rangle\) cannot be negative for a real polynomial \(q\). This last criterion uses the positivity of a quantum state, an ingredient beyond the theorem's hypotheses.

## The oscillator ground state as an example

No square matrices of nonzero finite size satisfy \([x,p]=i\), since the trace of a commutator is zero. An example therefore needs an infinite-dimensional space, here the space of polynomials in `X`. In these states `X` is a label of the ladder representation, not the particle's position. In the potential `(1 / 2 : ℂ) • X ^ 2` of the last theorem, `X` is again the formal variable for which the position operator is substituted.

```lean
/-- The lowering operator `d/dX` on polynomials. -/
def lower : Module.End ℂ ℂ[X] := derivative
```

The lowering operator, written \(L\) below, differentiates a polynomial. `Module.End ℂ ℂ[X]` is the algebra of linear operators on polynomials.

```lean
/-- The raising operator, multiplication by `X` on polynomials. -/
def raise : Module.End ℂ ℂ[X] := LinearMap.mulLeft ℂ X
```

The raising operator \(R\) multiplies by `X`. By the product rule, \(LR=RL+1\).

```lean
/-- The oscillator position, the lowering operator plus half the raising operator. -/
def oscX : Module.End ℂ ℂ[X] := lower + (1 / 2 : ℂ) • raise
```

The position is \(x=L+\tfrac12R\). In terms of the textbook ladder operators, \(L=a/\sqrt2\) and \(R=\sqrt2\,a^\dagger\) would give \(x=a/\sqrt2+a^\dagger/\sqrt2\), the usual expression.

```lean
/-- The oscillator momentum `-i (L - R/2)`, where `L` is the lowering operator and `R` the raising
operator. -/
def oscP : Module.End ℂ ℂ[X] := (-Complex.I) • (lower - (1 / 2 : ℂ) • raise)
```

The momentum is \(p=-i(L-\tfrac12R)\), which uses the same scaling.

```lean
/-- The functional that sends an operator `a` to the constant term of `a` applied to `1`. -/
def vacuum : Module.End ℂ ℂ[X] →ₗ[ℂ] ℂ where
  toFun a := (a 1).eval 0
  map_add' a b := by simp
  map_smul' c a := by simp
```

The polynomial 1 is the ground state, since \(L\) annihilates it. The functional applies an operator to 1 and reads off the constant term, evaluating the result at zero. It plays the part of \(\langle0|a|0\rangle\). The two remaining lines establish linearity.

```lean
/-- The oscillator operators satisfy `[x, p] = i`, and for `V = x²/2` the functional `vacuum` is
stationary, satisfies `w(aH) = w(a)/2` for all `a`, and is normalised. -/
theorem hypervirial_witness :
    oscX * oscP - oscP * oscX = Complex.I • (1 : Module.End ℂ ℂ[X]) ∧
    IsStationary (hamiltonian ((1 / 2 : ℂ) • X ^ 2) oscX oscP) vacuum ∧
    (∀ a, vacuum (a * hamiltonian ((1 / 2 : ℂ) • X ^ 2) oscX oscP) = 1 / 2 * vacuum a) ∧
    vacuum 1 = 1 := by
  have ladder : lower * raise = raise * lower + 1 := by
    apply LinearMap.ext
    intro q
    simp [lower, raise, Module.End.mul_apply, derivative_mul, add_comm]
  have hp : oscP * oscP
      = -((lower - (1 / 2 : ℂ) • raise) * (lower - (1 / 2 : ℂ) • raise)) := by
    rw [oscP, smul_mul_assoc, mul_smul_comm, smul_smul, neg_mul_neg, Complex.I_mul_I,
      neg_smul, one_smul]
  -- the Hamiltonian is the number operator plus one half
  have hH : hamiltonian ((1 / 2 : ℂ) • X ^ 2) oscX oscP
      = raise * lower + (1 / 2 : ℂ) • (1 : Module.End ℂ ℂ[X]) := by
    rw [hamiltonian, map_smul, map_pow, aeval_X, sq, sq, hp]
    simp only [oscX, add_mul, mul_add, sub_mul, mul_sub, smul_mul_assoc, mul_smul_comm, ladder]
    module
  have l : ∀ a, vacuum (hamiltonian ((1 / 2 : ℂ) • X ^ 2) oscX oscP * a)
      = 1 / 2 * vacuum a := by
    intro a
    rw [hH]
    simp [vacuum, raise, lower, Module.End.mul_apply]
  have r : ∀ a, vacuum (a * hamiltonian ((1 / 2 : ℂ) • X ^ 2) oscX oscP)
      = 1 / 2 * vacuum a := by
    intro a
    rw [hH]
    simp [vacuum, raise, lower, Module.End.mul_apply]
  refine ⟨?_, ?_, r, ?_⟩
  · simp only [oscX, oscP, add_mul, mul_add, sub_mul, mul_sub, smul_mul_assoc, mul_smul_comm,
      ladder]
    module
  · intro a
    rw [map_sub, l, r, sub_self]
  · simp [vacuum]

end

end HypervirialTheorem
```

The four claims are the commutator, stationarity, the energy condition with \(E=\tfrac12\), and normalisation, all for \(V=x^2/2\). First,

\[
[x,p]=-i\left(-\tfrac12[L,R]+\tfrac12[R,L]\right)=i.
\]

Next, the squares of \(L\) and \(R\) cancel in the Hamiltonian:

\[
H=\tfrac12\left[(L+\tfrac12R)^2-(L-\tfrac12R)^2\right]=\tfrac12(LR+RL)=RL+\tfrac12.
\]

These use `ladder`, and the second is `hH`. Acting on the ground state, \(H1=\tfrac12\), so \(w(aH)=\tfrac12w(a)\); this is `r`. For the other order, let \(q=a1\). Then \(Hq=Xq'+\tfrac12q\) has constant term \(\tfrac12q(0)\), so \(w(Ha)=\tfrac12w(a)\); this is `l`. Subtracting the two gives stationarity, and the constant term of 1 is 1.

```lean
#print axioms HypervirialTheorem.hypervirial
#print axioms HypervirialTheorem.mean_force_and_virial
#print axioms HypervirialTheorem.hypervirial_energy
```

```
'HypervirialTheorem.hypervirial' depends on axioms: [propext, Classical.choice, Quot.sound]
'HypervirialTheorem.mean_force_and_virial' depends on axioms: [propext, Classical.choice, Quot.sound]
'HypervirialTheorem.hypervirial_energy' depends on axioms: [propext, Classical.choice, Quot.sound]
```
